# A double-angle lower bound on the residual of a trial vector for a finite-dimensional Hermitian operator with a spectral gap

## Operator, residual and gap

The setting is a complex inner product space E with a linear operator A on it. Where energies are mentioned below, A is the Hamiltonian; the theorems hold for any operator that meets their hypotheses. The inner product ⟨x, y⟩ is conjugate-linear in its first argument, as in Dirac notation, and is written `inner ℂ x y` in Lean. Finite dimension is not built into E. It is added as a hypothesis in the theorems that need it.

```lean
import Mathlib

open Complex

namespace DoubleAngleResidualBound

noncomputable section

variable {E : Type*} [NormedAddCommGroup E] [InnerProductSpace ℂ E]
```

A normalised trial vector x has the Rayleigh quotient ⟨x, Ax⟩ as its energy estimate. What remains of the eigenvalue equation is the residual

r = Ax − ⟨x, Ax⟩ x.

The definition does not divide by ⟨x, x⟩, so it has this meaning only for unit vectors, and the theorems about it take ‖x‖ = 1 or establish it.

```lean
/-- The residual `A x - ⟨x, A x⟩ x` of a trial vector `x`. -/
def residual (A : E →ₗ[ℂ] E) (x : E) : E := A x - (inner ℂ x (A x) : ℂ) • x
```

The target is a unit eigenvector v with real eigenvalue l. The number d is a lower bound on the distance from l to the other eigenvalues, which in finite dimension make up the rest of the spectrum: every eigenvector u orthogonal to v has an eigenvalue m with |m − l| ≥ d. In a quantum system, d is a lower bound on the excitation or de-excitation energy from the state v to any other eigenstate.

```lean
/-- Every real eigenvalue of `A` that has an eigenvector orthogonal to `v` lies at distance at least
`d` from `l`. -/
def GapOnComplement (A : E →ₗ[ℂ] E) (v : E) (l d : ℝ) : Prop :=
  ∀ (m : ℝ) (u : E), u ≠ 0 → inner ℂ v u = 0 → A u = (m : ℂ) • u → d ≤ |m - l|
```

Taking m real loses nothing, because Hermitian operators have real eigenvalues. If d > 0, the condition also makes l non-degenerate, since a second eigenvector with eigenvalue l, orthogonal to v, would give d ≤ 0. In dimension one no nonzero u is orthogonal to v, so the condition holds for every d.

Hermiticity enters as `A.IsSymmetric`, which says ⟨Ax, y⟩ = ⟨x, Ay⟩ for all x and y. From here on d ≥ 0 is assumed. For finite-dimensional E and a unit vector x, with c = |⟨v, x⟩|, the bound to be derived is

d c √(1 − c²) ≤ ‖r‖.

## The residual as a variance

Let x be a unit vector, y any vector, and a = ⟨x, y⟩. Then

⟨x, y − a x⟩ = a − a = 0,

so y = a x + (y − a x) is an orthogonal decomposition, and Pythagoras gives

‖y − a x‖² = ‖y‖² − |a|².

```lean
/-- Removing from `y` its component along a unit vector `x` lowers the squared norm by the
squared overlap. -/
theorem norm_sq_sub_component {x : E} (hx : ‖x‖ = 1) (y : E) :
    ‖y - (inner ℂ x y : ℂ) • x‖ ^ 2 = ‖y‖ ^ 2 - ‖(inner ℂ x y : ℂ)‖ ^ 2 := by
  have hxx : (inner ℂ x x : ℂ) = 1 := by
    rw [inner_self_eq_norm_sq_to_K, hx]; simp
  have h : (inner ℂ ((inner ℂ x y : ℂ) • x) (y - (inner ℂ x y : ℂ) • x) : ℂ) = 0 := by
    rw [inner_smul_left, inner_sub_right, inner_smul_right, hxx]; ring
  have p := norm_add_sq (𝕜 := ℂ) ((inner ℂ x y : ℂ) • x) (y - (inner ℂ x y : ℂ) • x)
  rw [h, add_sub_cancel, norm_smul, hx, mul_one, map_zero] at p
  linarith
```

The hypothesis `h` in the proof is the vanishing cross term. Inserting it into `norm_add_sq`, the expansion of ‖p + q‖², leaves Pythagoras' theorem.

Now shift the operator by a number z and set y = Ax − z x. Then ⟨x, y⟩ = ⟨x, Ax⟩ − z, and the shift cancels:

y − ⟨x, y⟩ x = Ax − z x − ⟨x, Ax⟩ x + z x = r.

The previous identity therefore gives

‖r‖² = ‖Ax − z x‖² − |⟨x, Ax − z x⟩|².

For Hermitian A and z = 0 this is the energy variance ⟨A²⟩ − ⟨A⟩². The freedom to choose z will be used with z = l.

```lean
/-- For a unit vector `x` and any number `z`, the squared residual norm is the squared norm of `A x
- z x` minus the squared modulus of the overlap of `x` with `A x - z x`. -/
theorem residual_norm_sq (A : E →ₗ[ℂ] E) {x : E} (hx : ‖x‖ = 1) (z : ℂ) :
    ‖residual A x‖ ^ 2 = ‖A x - z • x‖ ^ 2 - ‖(inner ℂ x (A x - z • x) : ℂ)‖ ^ 2 := by
  have hxx : (inner ℂ x x : ℂ) = 1 := by
    rw [inner_self_eq_norm_sq_to_K, hx]; simp
  have h : residual A x = (A x - z • x) - (inner ℂ x (A x - z • x) : ℂ) • x := by
    unfold residual
    rw [inner_sub_right, inner_smul_right, hxx]
    module
  rw [h, norm_sq_sub_component hx]
```

The tactic `module` checks the cancellation of the shift as an identity between vectors. The identity itself does not need A to be Hermitian.

## From an eigenvalue gap to a norm inequality

Let w be orthogonal to v. The gap condition speaks only of eigenvectors, and w need not be one. What is needed is

d ‖w‖ ≤ ‖(A − l) w‖.

In finite dimension the symmetric operator A has an orthonormal eigenbasis bᵢ with A bᵢ = mᵢ bᵢ. Because A is symmetric,

⟨bᵢ, (A − l) w⟩ = (mᵢ − l) ⟨bᵢ, w⟩.

Summing squared moduli gives

‖(A − l) w‖² = Σᵢ (mᵢ − l)² |⟨bᵢ, w⟩|².

It is enough to show |mᵢ − l| ≥ d whenever ⟨bᵢ, w⟩ ≠ 0. The basis vector bᵢ may not be orthogonal to v, so remove its component along v:

uᵢ = bᵢ − ⟨v, bᵢ⟩ v.

This vector meets the three requirements of the gap condition.

- It is orthogonal to v by construction.
- It is nonzero. Otherwise bᵢ would be a multiple of v, and ⟨bᵢ, w⟩ would vanish.
- It is an eigenvector with eigenvalue mᵢ. Direct calculation gives A uᵢ − mᵢ uᵢ = ⟨v, bᵢ⟩ (mᵢ − l) v, while symmetry gives l ⟨v, bᵢ⟩ = ⟨Av, bᵢ⟩ = ⟨v, A bᵢ⟩ = mᵢ ⟨v, bᵢ⟩, so the right-hand side is zero.

Hence |mᵢ − l| ≥ d, and

‖(A − l) w‖² ≥ d² Σᵢ |⟨bᵢ, w⟩|² = d² ‖w‖².

```lean
/-- On the orthogonal complement of the eigenvector `v`, the shifted operator `A - l`
stretches every vector by at least the gap `d`. -/
theorem gap_mul_norm_le [FiniteDimensional ℂ E] {A : E →ₗ[ℂ] E} (hA : A.IsSymmetric)
    {v w : E} {l d : ℝ} (hv : ‖v‖ = 1) (hAv : A v = (l : ℂ) • v) (hd : 0 ≤ d)
    (hgap : GapOnComplement A v l d) (hw : inner ℂ v w = 0) :
    d * ‖w‖ ≤ ‖A w - (l : ℂ) • w‖ := by
  obtain ⟨b, m, hb⟩ : ∃ (b : OrthonormalBasis (Fin (Module.finrank ℂ E)) ℂ E)
      (m : Fin (Module.finrank ℂ E) → ℝ), ∀ i, A (b i) = (m i : ℂ) • b i :=
    ⟨hA.eigenvectorBasis rfl, hA.eigenvalues rfl, fun i => hA.apply_eigenvectorBasis rfl i⟩
  have pars : ∀ y : E, ‖y‖ ^ 2 = ∑ i, ‖(inner ℂ (b i) y : ℂ)‖ ^ 2 := by
    intro y
    rw [← b.repr.norm_map y, EuclideanSpace.norm_sq_eq]
    simp only [b.repr_apply_apply]
  have hvv : (inner ℂ v v : ℂ) = 1 := by
    rw [inner_self_eq_norm_sq_to_K, hv]; simp
  -- compare the two vectors component by component in the eigenbasis
  have key : ∀ i, d ^ 2 * ‖(inner ℂ (b i) w : ℂ)‖ ^ 2
      ≤ ‖(inner ℂ (b i) (A w - (l : ℂ) • w) : ℂ)‖ ^ 2 := by
    intro i
    have coef : (inner ℂ (b i) (A w - (l : ℂ) • w) : ℂ)
        = ((m i - l : ℝ) : ℂ) * inner ℂ (b i) w := by
      rw [inner_sub_right, inner_smul_right, ← hA (b i) w, hb, inner_smul_left,
        Complex.conj_ofReal]
      push_cast
      ring
    rw [coef, norm_mul, mul_pow, Complex.norm_real, Real.norm_eq_abs]
    by_cases h0 : (inner ℂ (b i) w : ℂ) = 0
    · simp [h0]
    -- the part of `b i` orthogonal to `v` is still an eigenvector
    have hs : (inner ℂ v (b i) : ℂ) * ((m i : ℂ) - l) = 0 := by
      have h := hA v (b i)
      rw [hAv, hb, inner_smul_left, inner_smul_right, Complex.conj_ofReal] at h
      linear_combination -h
    have hdm : d ≤ |m i - l| := by
      apply hgap (m i) (b i - (inner ℂ v (b i) : ℂ) • v)
      · intro hu
        apply h0
        rw [sub_eq_zero.1 hu, inner_smul_left, hw, mul_zero]
      · rw [inner_sub_right, inner_smul_right, hvv]; ring
      · have h2 : ((inner ℂ v (b i) : ℂ) * ((m i : ℂ) - l)) • v = 0 := by
          rw [hs, zero_smul]
        rw [map_sub, map_smul, hb, hAv]
        linear_combination (norm := module) h2
    gcongr
  refine (sq_le_sq₀ (by positivity) (norm_nonneg _)).1 ?_
  rw [mul_pow, pars w, pars (A w - (l : ℂ) • w), Finset.mul_sum]
  exact Finset.sum_le_sum fun i _ => key i
```

In the code, `pars` is Parseval's identity, `coef` is the formula for the shifted components, and `hs` is the product ⟨v, bᵢ⟩ (mᵢ − l) = 0. The three bullets after `apply hgap` are the three requirements above, in the order nonzero, orthogonal, eigenvector. The inequality `key` holds for each component, and `Finset.sum_le_sum` adds them up.

The proof turns on `eigenvectorBasis`, Mathlib's form of the finite-dimensional spectral theorem. For a symmetric operator it supplies an orthonormal basis of eigenvectors, with `eigenvalues` as the matching real numbers. It supplies some such basis, with no promise that v is a member. The opening `obtain` keeps only the property that is used, A bᵢ = mᵢ bᵢ, and the projection off v makes an adapted basis unnecessary. It also handles the degenerate case allowed by d = 0, where a basis vector can be a genuine mixture of v and another eigenvector.

## The bound for a trial vector

Split the unit trial vector into its part along v and an error vector w:

x = ⟨v, x⟩ v + w, with ⟨v, w⟩ = 0 and ‖w‖² = 1 − c².

Set y = (A − l) x. Since (A − l) v = 0, also y = (A − l) w, and the norm inequality gives ‖y‖ ≥ d ‖w‖. Symmetry gives

⟨v, y⟩ = ⟨Av, x⟩ − l ⟨v, x⟩ = 0.

Only the error vector therefore overlaps with y, and by Cauchy–Schwarz

|⟨x, y⟩| = |⟨w, y⟩| ≤ ‖w‖ ‖y‖.

The variance formula with z = l now yields

‖r‖² = ‖y‖² − |⟨x, y⟩|² ≥ (1 − ‖w‖²) ‖y‖² = c² ‖y‖² ≥ c² d² ‖w‖².

Taking square roots gives d c √(1 − c²) ≤ ‖r‖.

```lean
/-- Double-angle residual bound: for a unit trial vector with overlap `c = |⟨v, x⟩|`, the
residual norm is at least `d c √(1 - c²)`. -/
theorem double_angle_bound [FiniteDimensional ℂ E] {A : E →ₗ[ℂ] E} (hA : A.IsSymmetric)
    {v x : E} {l d : ℝ} (hv : ‖v‖ = 1) (hAv : A v = (l : ℂ) • v) (hd : 0 ≤ d)
    (hgap : GapOnComplement A v l d) (hx : ‖x‖ = 1) :
    d * ‖(inner ℂ v x : ℂ)‖ * √(1 - ‖(inner ℂ v x : ℂ)‖ ^ 2) ≤ ‖residual A x‖ := by
  have hvv : (inner ℂ v v : ℂ) = 1 := by
    rw [inner_self_eq_norm_sq_to_K, hv]; simp
  -- split `x` into its part along `v` and the error `w`
  obtain ⟨w, hwdef⟩ : ∃ w, w = x - (inner ℂ v x : ℂ) • v := ⟨_, rfl⟩
  have hvw : (inner ℂ v w : ℂ) = 0 := by
    rw [hwdef, inner_sub_right, inner_smul_right, hvv]; ring
  have hn : ‖w‖ ^ 2 = 1 - ‖(inner ℂ v x : ℂ)‖ ^ 2 := by
    rw [hwdef, norm_sq_sub_component hv, hx, one_pow]
  have hy : A w - (l : ℂ) • w = A x - (l : ℂ) • x := by
    rw [hwdef, map_sub, map_smul, hAv]; module
  have hg := gap_mul_norm_le hA hv hAv hd hgap hvw
  rw [hy] at hg
  -- the shifted image is orthogonal to `v`, so only `w` overlaps with it
  have hvy : (inner ℂ v (A x - (l : ℂ) • x) : ℂ) = 0 := by
    rw [inner_sub_right, inner_smul_right, ← hA v x, hAv, inner_smul_left,
      Complex.conj_ofReal, sub_self]
  have hxy : (inner ℂ w (A x - (l : ℂ) • x) : ℂ) = inner ℂ x (A x - (l : ℂ) • x) := by
    rw [hwdef, inner_sub_left, inner_smul_left, hvy, mul_zero, sub_zero]
  have hcs := norm_inner_le_norm (𝕜 := ℂ) w (A x - (l : ℂ) • x)
  rw [hxy] at hcs
  have hcs2 := pow_le_pow_left₀ (norm_nonneg _) hcs 2
  have hg2 := pow_le_pow_left₀ (by positivity) hg 2
  have hm := mul_le_mul_of_nonneg_left hg2 (sq_nonneg ‖(inner ℂ v x : ℂ)‖)
  have hc : ‖(inner ℂ v x : ℂ)‖ ^ 2 = 1 - ‖w‖ ^ 2 := by linarith
  rw [← hn, Real.sqrt_sq (norm_nonneg w)]
  refine (sq_le_sq₀ (by positivity) (norm_nonneg _)).1 ?_
  rw [residual_norm_sq A hx (l : ℂ)]
  calc (d * ‖(inner ℂ v x : ℂ)‖ * ‖w‖) ^ 2
      = ‖(inner ℂ v x : ℂ)‖ ^ 2 * (d * ‖w‖) ^ 2 := by ring
    _ ≤ ‖(inner ℂ v x : ℂ)‖ ^ 2 * ‖A x - (l : ℂ) • x‖ ^ 2 := hm
    _ = ‖A x - (l : ℂ) • x‖ ^ 2 - (‖w‖ * ‖A x - (l : ℂ) • x‖) ^ 2 := by rw [hc]; ring
    _ ≤ _ := by linarith
```

The hypotheses `hvy`, `hxy` and `hcs` are the orthogonality of y to v, the replacement of x by w in the overlap, and Cauchy–Schwarz. The final `calc` block is the chain of inequalities read from right to left, and `sq_le_sq₀` removes the squares from both sides.

The gap could also have been modelled directly as the inequality d ‖w‖ ≤ ‖(A − l) w‖ for all w orthogonal to v. The eigenbasis argument would then be unnecessary, and with it the assumption of finite dimension, since this proof uses that assumption nowhere else. The price is a hypothesis further from what a spectrum shows: a list of eigenvalues would no longer verify it without the argument that has just been given.

## What a small residual says about the angle

Let θ = arccos c be the angle between the trial vector and the eigenvector, disregarding phase. Then sin 2θ = 2 c √(1 − c²), and for d > 0 the bound becomes

sin 2θ ≤ 2 ‖r‖ / d.

```lean
/-- With `θ = arccos |⟨v, x⟩|` the angle between trial vector and eigenvector,
`sin 2θ` is at most twice the residual norm divided by the gap. -/
theorem sin_two_angle_le [FiniteDimensional ℂ E] {A : E →ₗ[ℂ] E} (hA : A.IsSymmetric)
    {v x : E} {l d : ℝ} (hv : ‖v‖ = 1) (hAv : A v = (l : ℂ) • v) (hd : 0 < d)
    (hgap : GapOnComplement A v l d) (hx : ‖x‖ = 1) :
    Real.sin (2 * Real.arccos ‖(inner ℂ v x : ℂ)‖) ≤ 2 * ‖residual A x‖ / d := by
  have h := double_angle_bound hA hv hAv hd.le hgap hx
  have h1 := norm_inner_le_norm (𝕜 := ℂ) v x
  rw [hv, hx, mul_one] at h1
  have h0 := norm_nonneg (inner ℂ v x : ℂ)
  rw [Real.sin_two_mul, Real.sin_arccos, Real.cos_arccos (by linarith) h1, le_div_iff₀ hd]
  linarith
```

A residual that is small compared with d thus forces θ to be near 0° or near 90°. The second possibility is real: if x is another eigenvector, orthogonal to v, its residual vanishes although c = 0.

Extra information about the overlap removes this ambiguity. If c² ≥ 1/2, then 1 ≤ √2 c, and

d √(1 − c²) ≤ √2 d c √(1 − c²) ≤ √2 ‖r‖.

Division by d bounds the sine of the error angle.

```lean
/-- If the trial vector has at least half its weight on `v`, the sine of its error angle is
at most `√2` times the residual norm divided by the gap. -/
theorem sin_angle_le_of_half_weight [FiniteDimensional ℂ E] {A : E →ₗ[ℂ] E}
    (hA : A.IsSymmetric) {v x : E} {l d : ℝ} (hv : ‖v‖ = 1) (hAv : A v = (l : ℂ) • v)
    (hd : 0 < d) (hgap : GapOnComplement A v l d) (hx : ‖x‖ = 1)
    (hhalf : 1 / 2 ≤ ‖(inner ℂ v x : ℂ)‖ ^ 2) :
    √(1 - ‖(inner ℂ v x : ℂ)‖ ^ 2) ≤ √2 * ‖residual A x‖ / d := by
  have h := double_angle_bound hA hv hAv hd.le hgap hx
  have h1 : 1 ≤ √2 * ‖(inner ℂ v x : ℂ)‖ := by
    refine (sq_le_sq₀ zero_le_one (by positivity)).1 ?_
    rw [mul_pow, Real.sq_sqrt (by norm_num)]
    linarith
  have h2 := mul_le_mul_of_nonneg_left h (Real.sqrt_nonneg 2)
  have h3 := mul_le_mul_of_nonneg_right h1
    (mul_nonneg hd.le (Real.sqrt_nonneg (1 - ‖(inner ℂ v x : ℂ)‖ ^ 2)))
  rw [le_div_iff₀ hd]
  linarith
```

For a Hermitian matrix in a finite orthonormal basis, as in configuration interaction, this turns the residual norm monitored by an iterative eigensolver into an error bound for the eigenvector, provided that a positive lower bound on the gap is known and the trial vector has at least half its weight on the target. The residual alone establishes neither condition. Generalised eigenvalue problems with an overlap matrix are not treated here.

## Two-level superpositions and sharpness

In the following calculation w denotes a unit eigenvector orthogonal to v, with eigenvalue m, and no longer the error vector. Take

x = c v + s w, with c, s ≥ 0 and c² + s² = 1.

Real non-negative coefficients are no restriction, because phases can be absorbed into v and w. Shifting by l leaves only the admixed state:

(A − l) x = s (m − l) w,

⟨x, (A − l) x⟩ = s² (m − l).

The variance formula gives

‖r‖² = s² (m − l)² − s⁴ (m − l)² = c² s² (m − l)²,

and hence ‖r‖ = |m − l| c s.

```lean
/-- For a normalised superposition `c v + s w`, with real `c, s ≥ 0`, of two orthonormal
eigenvectors with real eigenvalues `l` and `m`, the residual norm equals `|m - l| c s`. -/
theorem residual_two_level (A : E →ₗ[ℂ] E) {v w : E} {l m c s : ℝ}
    (hv : ‖v‖ = 1) (hw : ‖w‖ = 1) (hvw : inner ℂ v w = 0)
    (hAv : A v = (l : ℂ) • v) (hAw : A w = (m : ℂ) • w)
    (hc : 0 ≤ c) (hs : 0 ≤ s) (hcs : c ^ 2 + s ^ 2 = 1) :
    ‖residual A ((c : ℂ) • v + (s : ℂ) • w)‖ = |m - l| * c * s := by
  have hww : (inner ℂ w w : ℂ) = 1 := by
    rw [inner_self_eq_norm_sq_to_K, hw]; simp
  have hx : ‖(c : ℂ) • v + (s : ℂ) • w‖ = 1 := by
    refine (sq_eq_sq₀ (norm_nonneg _) zero_le_one).1 ?_
    rw [norm_add_sq (𝕜 := ℂ), inner_smul_left, inner_smul_right, hvw, norm_smul, norm_smul,
      hv, hw, Complex.norm_real, Complex.norm_real, Real.norm_eq_abs, Real.norm_eq_abs,
      mul_one, mul_one, sq_abs, sq_abs, mul_zero, mul_zero, map_zero]
    linarith
  -- shifting by `l` leaves only the admixed eigenvector
  have hy : A ((c : ℂ) • v + (s : ℂ) • w) - (l : ℂ) • ((c : ℂ) • v + (s : ℂ) • w)
      = ((s * (m - l) : ℝ) : ℂ) • w := by
    rw [map_add, map_smul, map_smul, hAv, hAw]
    push_cast
    module
  have hi : (inner ℂ ((c : ℂ) • v + (s : ℂ) • w) (((s * (m - l) : ℝ) : ℂ) • w) : ℂ)
      = ((s ^ 2 * (m - l) : ℝ) : ℂ) := by
    rw [inner_smul_right, inner_add_left, inner_smul_left, inner_smul_left, hvw, hww,
      Complex.conj_ofReal, Complex.conj_ofReal]
    push_cast
    ring
  refine (sq_eq_sq₀ (norm_nonneg _) (by positivity)).1 ?_
  rw [residual_norm_sq A hx (l : ℂ), hy, hi, norm_smul, hw, mul_one, Complex.norm_real,
    Complex.norm_real, Real.norm_eq_abs, Real.norm_eq_abs, sq_abs, sq_abs]
  have habs : |m - l| ^ 2 = (m - l) ^ 2 := sq_abs _
  linear_combination (-(s ^ 2 * (m - l) ^ 2)) * hcs - c ^ 2 * s ^ 2 * habs

end

end DoubleAngleResidualBound
```

The hypotheses `hy` and `hi` are the two displayed lines for the shifted operator, and the closing `linear_combination` uses c² + s² = 1 to replace 1 − s² by c². Neither symmetry of A nor finite dimension is required.

Here |⟨v, x⟩| = c and √(1 − c²) = s. Comparing the formula with the general bound shows that equality occurs when w belongs to an eigenvalue at distance exactly d from l, so the constant in front of d c √(1 − c²) cannot be improved.

```lean
#print axioms DoubleAngleResidualBound.double_angle_bound
#print axioms DoubleAngleResidualBound.sin_two_angle_le
#print axioms DoubleAngleResidualBound.sin_angle_le_of_half_weight
#print axioms DoubleAngleResidualBound.residual_two_level
```

```
'DoubleAngleResidualBound.double_angle_bound' depends on axioms: [propext, Classical.choice, Quot.sound]
'DoubleAngleResidualBound.sin_two_angle_le' depends on axioms: [propext, Classical.choice, Quot.sound]
'DoubleAngleResidualBound.sin_angle_le_of_half_weight' depends on axioms: [propext, Classical.choice, Quot.sound]
'DoubleAngleResidualBound.residual_two_level' depends on axioms: [propext, Classical.choice, Quot.sound]
```
